# At fixed total charge, fluctuating atomic charges in a planar molecule ignore a uniform perpendicular field

## Two atoms and one transferable charge

Put two identical atoms on the x axis at x = 0 and x = 1, with unit hardnesses, no Coulomb coupling and total charge zero. The charges are then (−s, s), and they cost the energy s². A field F along x adds −F s, so

s² − F s = (s − F/2)² − F²/4,

and the minimum is at s = F/2. A field along z adds nothing, because both atoms have z = 0, and s stays zero. Charge can respond only by moving between atoms, and between atoms of equal height the field does no work.

## The energy in a field

For atoms at fixed positions r_i with charges q_i, electronegativities chi_i and hardness matrix J, the model energy is

E(q) = ⟨chi, q⟩ + ⟨q, Jq⟩/2.

A ground state minimises E among all charges with Σ q_i = Q. A uniform field of strength F along n replaces chi_i by chi_i − F⟨r_i, n⟩. With the dipole component μ(q) = Σ q_i ⟨r_i, n⟩, the energy becomes

E_F(q) = E(q) − F μ(q).

If ⟨r_i, n⟩ = c for every atom, then μ(q) = c Σ q_i = cQ. The field therefore adds the same constant −FcQ to the energy of every admissible set of charges, so the minimisers are unchanged.

## Zero response implies planarity

Let q be a ground state and d a charge transfer, Σ d_i = 0. Then

E(q + t d) = E(q) + t a + t² b,
a = ⟨chi, d⟩ + (⟨q, Jd⟩ + ⟨d, Jq⟩)/2,
b = ⟨d, Jd⟩/2.

Since t a + t² b ≥ 0 for small t of either sign, a = 0. The field changes a to a − F μ(d). If the same q is a ground state with and without the field, both expressions vanish, so F μ(d) = 0. Moving one unit of charge from atom j to atom i gives

F(⟨r_i, n⟩ − ⟨r_j, n⟩) = 0,

and for F ≠ 0 the heights agree.

Now let q₀ be a ground state without the field and q one in it. Minimality gives

E(q₀) ≤ E(q),
E(q) − F μ(q) ≤ E(q₀) − F μ(q₀).

Hence F(μ(q) − μ(q₀)) ≥ E(q) − E(q₀) ≥ 0: the induced dipole never opposes the field. If the two dipoles are equal, the second inequality gives E(q) ≤ E(q₀), so q is also a ground state without the field, and the atoms have equal heights.

## When the field is zero or the heights differ

The converse needs F ≠ 0. At F = 0 the diatomic with n along x has zero induced dipole, although its atoms have heights 0 and 1. The invariance can fail when the heights along the field differ, even for a planar molecule: the same diatomic in a field F ≠ 0 along x acquires charges (−F/2, F/2).

## The statements in Lean

The finite type `ι` labels the atoms, `r i` is a position, `⬝ᵥ` is the dot product and `*ᵥ` applies a matrix to a vector. `IsGround chi J Q q` says that `q` has total charge `Q` and minimises the energy among such charges.

`isGround_inField_iff_of_planar` is the invariance, and `induced_dipole_eq_zero_iff_planar` gives the sign and the converse. Neither assumes that J is symmetric or positive definite. The first is an equivalence and does not supply a minimiser; the second takes both ground states as given. Both hold for every vector `n`, the field being the vector F n. When `n` is a unit vector, `r i ⬝ᵥ n` is the height of atom i, and equal heights mean that the atoms lie in one plane perpendicular to `n`.

For force fields whose only electronic response is charge flow between atomic sites, with this quadratic energy, the result means that a planar molecule has no out-of-plane polarisability. Real planar molecules do have one, through distortion of the density around each atom, which the model omits.

```lean
import Mathlib

open Matrix

namespace OutOfPlanePolarisability

noncomputable section

variable {ι : Type*} [Fintype ι]

/-- Energy of atomic charges `q` with electronegativities `chi` and hardness matrix `J`. -/
def energy (chi : ι → ℝ) (J : Matrix ι ι ℝ) (q : ι → ℝ) : ℝ :=
  chi ⬝ᵥ q + (q ⬝ᵥ J *ᵥ q) / 2

/-- The charges `q` minimise the energy among all charges with total `Q`. -/
def IsGround (chi : ι → ℝ) (J : Matrix ι ι ℝ) (Q : ℝ) (q : ι → ℝ) : Prop :=
  ∑ i, q i = Q ∧ ∀ p : ι → ℝ, ∑ i, p i = Q → energy chi J q ≤ energy chi J p

/-- Electronegativities of atoms at positions `r` in a uniform field `F n`. -/
def inField (chi : ι → ℝ) (r : ι → Fin 3 → ℝ) (n : Fin 3 → ℝ) (F : ℝ) : ι → ℝ :=
  fun i => chi i - F * (r i ⬝ᵥ n)

/-- Dot product with `n` of the dipole moment of the charges `q` at positions `r`; for a unit vector
`n` this is the component along `n`. -/
def dipoleAlong (r : ι → Fin 3 → ℝ) (n : Fin 3 → ℝ) (q : ι → ℝ) : ℝ :=
  ∑ i, q i * (r i ⬝ᵥ n)

/-- The field changes the term linear in the charges by minus field times dipole. -/
theorem inField_dotProduct (chi : ι → ℝ) (r : ι → Fin 3 → ℝ) (n : Fin 3 → ℝ) (F : ℝ)
    (q : ι → ℝ) : inField chi r n F ⬝ᵥ q = chi ⬝ᵥ q - F * dipoleAlong r n q := by
  change ∑ i, (chi i - F * (r i ⬝ᵥ n)) * q i
    = ∑ i, chi i * q i - F * ∑ i, q i * (r i ⬝ᵥ n)
  rw [Finset.mul_sum, ← Finset.sum_sub_distrib]
  exact Finset.sum_congr rfl fun i _ => by ring

/-- The energy in the field is the field-free energy minus field times dipole. -/
theorem energy_inField (chi : ι → ℝ) (J : Matrix ι ι ℝ) (r : ι → Fin 3 → ℝ)
    (n : Fin 3 → ℝ) (F : ℝ) (q : ι → ℝ) :
    energy (inField chi r n F) J q = energy chi J q - F * dipoleAlong r n q := by
  unfold energy
  rw [inField_dotProduct]
  ring

/-- If all atoms have the same height `c` along `n`, the dipole along `n` is `c` times the
total charge. -/
theorem dipoleAlong_planar {r : ι → Fin 3 → ℝ} {n : Fin 3 → ℝ} {c : ℝ}
    (h : ∀ i, r i ⬝ᵥ n = c) (q : ι → ℝ) : dipoleAlong r n q = c * ∑ i, q i := by
  unfold dipoleAlong
  rw [Finset.mul_sum]
  exact Finset.sum_congr rfl fun i _ => by rw [h i, mul_comm]

/-- A planar molecule has the same ground-state charges with and without a field
perpendicular to its plane, whatever the field strength. -/
theorem isGround_inField_iff_of_planar {r : ι → Fin 3 → ℝ} {n : Fin 3 → ℝ} {c : ℝ}
    (h : ∀ i, r i ⬝ᵥ n = c) (chi : ι → ℝ) (J : Matrix ι ι ℝ) (Q F : ℝ) (q : ι → ℝ) :
    IsGround (inField chi r n F) J Q q ↔ IsGround chi J Q q := by
  -- at fixed total charge the field only shifts the energy by a constant
  have shift : ∀ p : ι → ℝ, ∑ i, p i = Q →
      energy (inField chi r n F) J p = energy chi J p - F * (c * Q) := by
    intro p hp
    rw [energy_inField, dipoleAlong_planar h, hp]
  constructor
  · rintro ⟨hq, hmin⟩
    refine ⟨hq, fun p hp => ?_⟩
    have h1 := hmin p hp
    rw [shift q hq, shift p hp] at h1
    linarith
  · rintro ⟨hq, hmin⟩
    refine ⟨hq, fun p hp => ?_⟩
    rw [shift q hq, shift p hp]
    linarith [hmin p hp]

/-- At a ground state the energy change of first order in any charge transfer `d` vanishes. -/
theorem first_order_eq_zero {chi : ι → ℝ} {J : Matrix ι ι ℝ} {Q : ℝ} {q : ι → ℝ}
    (hq : IsGround chi J Q q) (d : ι → ℝ) (hd : ∑ i, d i = 0) :
    chi ⬝ᵥ d + (q ⬝ᵥ J *ᵥ d + d ⬝ᵥ J *ᵥ q) / 2 = 0 := by
  set a := chi ⬝ᵥ d + (q ⬝ᵥ J *ᵥ d + d ⬝ᵥ J *ᵥ q) / 2 with ha
  set b := (d ⬝ᵥ J *ᵥ d) / 2 with hb
  -- along the line q + t d the energy is lowest at t = 0
  have H : ∀ t : ℝ, 0 ≤ t * a + t ^ 2 * b := by
    intro t
    have hs : ∑ i, (q + t • d) i = Q := by
      simp only [Pi.add_apply, Pi.smul_apply, smul_eq_mul, Finset.sum_add_distrib,
        ← Finset.mul_sum, hd, hq.1, mul_zero, add_zero]
    have e : energy chi J (q + t • d) = energy chi J q + (t * a + t ^ 2 * b) := by
      rw [ha, hb]
      simp only [energy, Matrix.mulVec_add, Matrix.mulVec_smul, dotProduct_add,
        add_dotProduct, dotProduct_smul, smul_dotProduct, smul_eq_mul]
      ring
    have h1 := hq.2 _ hs
    rw [e] at h1
    linarith
  by_contra hne
  have hB : 0 < |b| + 1 := by positivity
  have hBb : 0 < |b| + 1 - b := by linarith [le_abs_self b]
  have h1 := H (-a / (|b| + 1))
  have h2 : -a / (|b| + 1) * a + (-a / (|b| + 1)) ^ 2 * b
      = -(a ^ 2 * (|b| + 1 - b) / (|b| + 1) ^ 2) := by
    field_simp
    ring
  have h3 : 0 < a ^ 2 * (|b| + 1 - b) / (|b| + 1) ^ 2 :=
    div_pos (mul_pos (by positivity) hBb) (by positivity)
  linarith

/-- If the same charges are a ground state with and without a nonzero field along `n`, then
all atoms have the same height along `n`. -/
theorem planar_of_unchanged {chi : ι → ℝ} {J : Matrix ι ι ℝ} {r : ι → Fin 3 → ℝ}
    {n : Fin 3 → ℝ} {Q F : ℝ} {q : ι → ℝ} (hF : F ≠ 0) (h0 : IsGround chi J Q q)
    (h1 : IsGround (inField chi r n F) J Q q) (i j : ι) : r i ⬝ᵥ n = r j ⬝ᵥ n := by
  classical
  -- move one unit of charge from atom j to atom i
  let d : ι → ℝ := fun k => (if k = i then 1 else 0) - (if k = j then 1 else 0)
  have hd : ∑ k, d k = 0 := by simp [d, Finset.sum_sub_distrib]
  have hm : dipoleAlong r n d = r i ⬝ᵥ n - r j ⬝ᵥ n := by
    simp [dipoleAlong, d, sub_mul, Finset.sum_sub_distrib]
  have e0 := first_order_eq_zero h0 d hd
  have e1 := first_order_eq_zero h1 d hd
  rw [inField_dotProduct, hm] at e1
  have e2 : F * (r i ⬝ᵥ n - r j ⬝ᵥ n) = 0 := by linarith
  exact sub_eq_zero.mp ((mul_eq_zero.mp e2).resolve_left hF)

/-- Let `q₀` be a ground state without the field and `q` one in the field `F n`, with `F ≠ 0`. The
change of `dipoleAlong r n` from `q₀` to `q`, times `F`, is nonnegative, and the change is zero
exactly when `r i ⬝ᵥ n` is the same for all atoms. -/
theorem induced_dipole_eq_zero_iff_planar {chi : ι → ℝ} {J : Matrix ι ι ℝ}
    {r : ι → Fin 3 → ℝ} {n : Fin 3 → ℝ} {Q F : ℝ} {q₀ q : ι → ℝ} (hF : F ≠ 0)
    (h0 : IsGround chi J Q q₀) (h1 : IsGround (inField chi r n F) J Q q) :
    0 ≤ F * (dipoleAlong r n q - dipoleAlong r n q₀) ∧
      (dipoleAlong r n q - dipoleAlong r n q₀ = 0 ↔ ∃ c, ∀ i, r i ⬝ᵥ n = c) := by
  have a0 := h0.2 q h1.1
  have a1 := h1.2 q₀ h0.1
  rw [energy_inField, energy_inField] at a1
  refine ⟨by linarith, fun hz => ?_, ?_⟩
  · -- equal dipoles make q a ground state without the field as well
    have hmu : dipoleAlong r n q = dipoleAlong r n q₀ := sub_eq_zero.mp hz
    rw [hmu] at a1
    have hq : IsGround chi J Q q :=
      ⟨h1.1, fun p hp => by linarith [h0.2 p hp]⟩
    rcases isEmpty_or_nonempty ι with he | ⟨⟨j⟩⟩
    · exact ⟨0, fun i => he.elim i⟩
    · exact ⟨r j ⬝ᵥ n, fun i => planar_of_unchanged hF hq h1 i j⟩
  · rintro ⟨c, hc⟩
    rw [dipoleAlong_planar hc, dipoleAlong_planar hc, h0.1, h1.1, sub_self]

/-- Two atoms on the x axis, at distance one. -/
def diatomic : Fin 2 → Fin 3 → ℝ := ![![0, 0, 0], ![1, 0, 0]]

/-- For the neutral `diatomic` with zero electronegativities and the identity as hardness matrix,
zero charges are a ground state in a field `F` along z, and the charges `-F/2` and `F/2` are a
ground state in a field `F` along x. -/
theorem diatomic_witness (F : ℝ) :
    IsGround (inField 0 diatomic ![0, 0, 1] F) 1 0 0 ∧
      IsGround (inField 0 diatomic ![1, 0, 0] F) 1 0 ![-F / 2, F / 2] := by
  have kz : ∀ p : Fin 2 → ℝ, energy (inField 0 diatomic ![0, 0, 1] F) 1 p
      = (p 0 ^ 2 + p 1 ^ 2) / 2 := by
    intro p
    rw [energy_inField]
    simp [energy, dipoleAlong, diatomic, dotProduct, Fin.sum_univ_succ]
    ring
  have kx : ∀ p : Fin 2 → ℝ, energy (inField 0 diatomic ![1, 0, 0] F) 1 p
      = -F * p 1 + (p 0 ^ 2 + p 1 ^ 2) / 2 := by
    intro p
    rw [energy_inField]
    simp [energy, dipoleAlong, diatomic, dotProduct, Fin.sum_univ_succ]
    ring
  refine ⟨⟨by simp, fun p _ => ?_⟩, ⟨?_, fun p hp => ?_⟩⟩
  · rw [kz, kz]
    change ((0 : ℝ) ^ 2 + (0 : ℝ) ^ 2) / 2 ≤ _
    nlinarith [sq_nonneg (p 0), sq_nonneg (p 1)]
  · rw [Fin.sum_univ_two]
    change -F / 2 + F / 2 = 0
    ring
  · rw [Fin.sum_univ_two] at hp
    have hp0 : p 0 = -p 1 := by linarith
    rw [kx, kx, hp0]
    change -F * (F / 2) + ((-F / 2) ^ 2 + (F / 2) ^ 2) / 2 ≤ _
    nlinarith [sq_nonneg (p 1 - F / 2)]

end

end OutOfPlanePolarisability
```

```lean
#print axioms OutOfPlanePolarisability.isGround_inField_iff_of_planar
#print axioms OutOfPlanePolarisability.induced_dipole_eq_zero_iff_planar
```

```
'OutOfPlanePolarisability.isGround_inField_iff_of_planar' depends on axioms: [propext, Classical.choice, Quot.sound]
'OutOfPlanePolarisability.induced_dipole_eq_zero_iff_planar' depends on axioms: [propext, Classical.choice, Quot.sound]
```

## How the proof follows the derivation

`energy_inField` separates off the dipole term and `dipoleAlong_planar` evaluates it. In the invariance theorem, `shift` states that at total charge Q the field adds the constant −FcQ to the energy; this constant cancels from both sides of each minimality inequality.

`first_order_eq_zero` replaces the small-t argument by one explicit step. If a ≠ 0, the choice t = −a/(|b| + 1) gives

t a + t² b = −a²(|b| + 1 − b)/(|b| + 1)² < 0,

which contradicts minimality.

`planar_of_unchanged` applies this lemma with and without the field to the unit transfer `d`, and subtracts. In `induced_dipole_eq_zero_iff_planar`, `a0` and `a1` are the two minimality inequalities, and `hq` is the step that makes `q` a ground state without the field.

`diatomic_witness` checks the opening example; its last inequality comes from the square (p 1 − F/2)².
